# The resolvent identity for a finite matrix at two real energies outside its spectrum

For a finite square complex matrix $D$, the resolvent at a real energy $E$ is $R(E) = (E - D)^{-1}$. The theorem `resolvent_identity` states that $R(E) - R(E_0) = (E_0 - E)\,R(E)\,R(E_0)$ whenever neither $E$ nor $E_0$ is an eigenvalue of $D$; the matrix need not be Hermitian. The attempt inserts the identity matrix into each term on the left, as $(E_0 - D)R(E_0)$ in the first and $R(E)(E - D)$ in the second. It then means to gather the two terms into $R(E)\,[(E_0 - D) - (E - D)]\,R(E_0)$, where the bracket is just $E_0 - E$ times the identity.

This version doesn't compile in Lean 4 with Mathlib:

```lean
import Mathlib

open Matrix Asymptotics Topology

namespace ResolventIdentity

noncomputable section

variable {m n n₁ n₂ : Type*} [Fintype n] [DecidableEq n]
  [Fintype n₁] [DecidableEq n₁] [Fintype n₂] [DecidableEq n₂]

/-- The core resolvent `(E - D)⁻¹`, for energies `E` outside the spectrum of `D`. -/
def coreResolvent (D : Matrix n n ℂ) (E : ℝ) : Matrix n n ℂ :=
  ((E : ℂ) • (1 : Matrix n n ℂ) - D)⁻¹

/-- An energy avoids the core spectrum exactly when the secular determinant is nonzero. -/
theorem off_spectrum_iff (D : Matrix n n ℂ) (E : ℝ) :
    (E : ℂ) ∉ spectrum ℂ D ↔ ((E : ℂ) • (1 : Matrix n n ℂ) - D).det ≠ 0 := by
  rw [spectrum.mem_iff, not_not, Algebra.algebraMap_eq_smul_one,
    Matrix.isUnit_iff_isUnit_det, isUnit_iff_ne_zero]

/-- The resolvent identity for two energies off the core spectrum. -/
theorem resolvent_identity {D : Matrix n n ℂ} {E E₀ : ℝ}
    (hE : (E : ℂ) ∉ spectrum ℂ D) (hE₀ : (E₀ : ℂ) ∉ spectrum ℂ D) :
    coreResolvent D E - coreResolvent D E₀ =
      ((E₀ - E : ℝ) : ℂ) • (coreResolvent D E * coreResolvent D E₀) := by
  have h : coreResolvent D E * ((E : ℂ) • (1 : Matrix n n ℂ) - D) = 1 :=
    Matrix.nonsing_inv_mul _ (isUnit_iff_ne_zero.2 ((off_spectrum_iff D E).1 hE))
  have h₀ : ((E₀ : ℂ) • (1 : Matrix n n ℂ) - D) * coreResolvent D E₀ = 1 :=
    Matrix.mul_nonsing_inv _ (isUnit_iff_ne_zero.2 ((off_spectrum_iff D E₀).1 hE₀))
  have hA : ((E₀ : ℂ) • (1 : Matrix n n ℂ) - D) - ((E : ℂ) • (1 : Matrix n n ℂ) - D) =
      ((E₀ - E : ℝ) : ℂ) • (1 : Matrix n n ℂ) := by
    push_cast
    module
  calc coreResolvent D E - coreResolvent D E₀
      = coreResolvent D E * (((E₀ : ℂ) • (1 : Matrix n n ℂ) - D) * coreResolvent D E₀)
        - (coreResolvent D E * ((E : ℂ) • (1 : Matrix n n ℂ) - D)) * coreResolvent D E₀ := by
        rw [h, h₀, mul_one, one_mul]
    _ = coreResolvent D E * (((E₀ : ℂ) • (1 : Matrix n n ℂ) - D)
        - ((E : ℂ) • (1 : Matrix n n ℂ) - D)) * coreResolvent D E₀ := by
        rw [mul_sub, sub_mul, mul_assoc, mul_assoc]
    _ = _ := by rw [hA, mul_smul_comm, mul_one, smul_mul_assoc]

end

end ResolventIdentity
```

The error:

```
Main.lean:41:41: error: Tactic `rewrite` failed: Did not find an occurrence of the pattern
  ?a * ?b * ?c
in the target expression
  coreResolvent D E * (↑E₀ • 1 * coreResolvent D E₀ - D * coreResolvent D E₀) -
      (coreResolvent D E * ↑E • 1 - coreResolvent D E * D) * coreResolvent D E₀ =
    coreResolvent D E * ((↑E₀ • 1 - D - (↑E • 1 - D)) * coreResolvent D E₀)

n : Type u_2
inst✝¹ : Fintype n
inst✝ : DecidableEq n
D : Matrix n n ℂ
E E₀ : ℝ
hE : ↑E ∉ spectrum ℂ D
hE₀ : ↑E₀ ∉ spectrum ℂ D
h : coreResolvent D E * (↑E • 1 - D) = 1
h₀ : (↑E₀ • 1 - D) * coreResolvent D E₀ = 1
hA : ↑E₀ • 1 - D - (↑E • 1 - D) = ↑(E₀ - E) • 1
⊢ coreResolvent D E * (↑E₀ • 1 * coreResolvent D E₀ - D * coreResolvent D E₀) -
      (coreResolvent D E * ↑E • 1 - coreResolvent D E * D) * coreResolvent D E₀ =
    coreResolvent D E * ((↑E₀ • 1 - D - (↑E • 1 - D)) * coreResolvent D E₀)
```

This version goes through:

```diff
@@ -35,10 +35,8 @@
   calc coreResolvent D E - coreResolvent D E₀
       = coreResolvent D E * (((E₀ : ℂ) • (1 : Matrix n n ℂ) - D) * coreResolvent D E₀)
-        - (coreResolvent D E * ((E : ℂ) • (1 : Matrix n n ℂ) - D)) * coreResolvent D E₀ := by
+        - coreResolvent D E * ((E : ℂ) • (1 : Matrix n n ℂ) - D) * coreResolvent D E₀ := by
         rw [h, h₀, mul_one, one_mul]
-    _ = coreResolvent D E * (((E₀ : ℂ) • (1 : Matrix n n ℂ) - D)
-        - ((E : ℂ) • (1 : Matrix n n ℂ) - D)) * coreResolvent D E₀ := by
-        rw [mul_sub, sub_mul, mul_assoc, mul_assoc]
-    _ = _ := by rw [hA, mul_smul_comm, mul_one, smul_mul_assoc]
+    _ = _ := by
+        rw [← mul_assoc, ← sub_mul, ← mul_sub, hA, mul_smul_comm, mul_one, smul_mul_assoc]
 
 end
```

The error says that the second `mul_assoc` found no product of the form `?a * ?b * ?c` to regroup. The two rewrites before it had gone to the wrong differences. The step needed the difference of the two brackets expanded on the right, but `mul_sub` split `E • 1 - D` inside the second term on the left, and `sub_mul` split `E₀ • 1 - D` inside the first. The first `mul_assoc` then regrouped the right-hand side, which used up the only triple product there was.

The repair runs the laws backwards, so that they gather terms instead of expanding them. `← mul_assoc` regroups the first term so that both end in the factor `coreResolvent D E₀`, `← sub_mul` takes that factor out on the right, and `← mul_sub` takes out `coreResolvent D E` on the left. What is left between them is exactly the left side of `hA`, and the old closing rewrites finish the proof. Merging the last two `calc` steps and dropping a pair of parentheses are mere tidying.
